# The stability threshold of a flexoelectric Landau model at nonzero wavenumber

Let $C$, $h$ and $a$ be positive and $f$, $g$ real. The Landau matrix

$$D(q)=\begin{pmatrix} Cq^2 & fq^2\\ fq^2 & a+gq^2+hq^4\end{pmatrix}$$

is positive definite at every real $q\neq0$ exactly when $f^2\le Cg$ or $a>a_c$, where $a_c=(f^2-Cg)^2/(4C^2h)$. If $f^2>Cg$ and $a=a_c$, a zero mode appears at $q^2=(f^2-Cg)/(2Ch)$.

**Q:** What do the symbols stand for, and why are three of them positive?

**A:** $C$ is an elastic constant, $f$ the flexoelectric coupling between polarization and strain gradient, $a$ the polar stiffness, and $g$, $h$ the gradient coefficients of the polarization. $C>0$ means that the lattice resists strain, $a>0$ that it resists uniform polarization, and $h>0$ that rapid variation of the polarization costs energy. These are assumptions about the material. The sign of $g$ is free.

**Q:** Show me the threshold by hand first.

**A:** Call the two amplitudes $u$ and $P$. The quadratic energy is

$$E=Cq^2u^2+2fq^2uP+(a+gq^2+hq^4)P^2.$$

Multiply by $C$ and complete the square in $u$:

$$CE=q^2(Cu+fP)^2+XP^2,\qquad X=C(a+gq^2+hq^4)-f^2q^2.$$

For $q\ne0$, $E$ is positive on all nonzero pairs exactly when $X>0$. Necessity follows from the pair $(u,P)=(-f,C)$, for which the square vanishes and $E=CX$. Conversely, if $X>0$, the right-hand side can vanish only when $P=0$ and then $u=0$. Since $\det D=q^2X$, the criterion is $\det D>0$.

Now complete the square in $q^2$. With $s=(f^2-Cg)/(2Ch)$ we have $hs^2=a_c$, so

$$X=C\left[h(q^2-s)^2+a-a_c\right].$$

If $f^2>Cg$, then $s>0$ and $q=\sqrt s$ is an allowed wavenumber. There the bracket equals $a-a_c$, so $a>a_c$ is necessary; it is sufficient because the square is nonnegative. If $f^2\le Cg$, write instead

$$\det D=Caq^2+(Cg-f^2)q^4+Chq^6,$$

where the first term is positive and the others are nonnegative.

**Q:** Does the Lean file use that same matrix?

**A:** Yes, entry by entry, with real parameters.

```lean
import Mathlib

open Matrix

namespace FlexoelectricLandau

noncomputable section

/-- The Landau matrix at wavenumber `q` for displacement and polarization amplitudes: elastic
constant `C`, flexoelectric coupling `f`, polar stiffness `a`, gradient coefficients `g`, `h`. -/
def landauMatrix (C f g h a q : ℝ) : Matrix (Fin 2) (Fin 2) ℝ :=
  !![C * q ^ 2, f * q ^ 2; f * q ^ 2, a + g * q ^ 2 + h * q ^ 4]
```

**Q:** Why is the elastic entry $Cq^2$ and not $C$?

**A:** The first amplitude is a displacement $u$, whose strain has amplitude $qu$ and whose strain gradient has amplitude $q^2u$, up to phases and signs. With the strain as the variable the entry would be $C$. For $q\neq0$ that change is an invertible rescaling, so positive definiteness is unaffected. The sign convention for $f$ doesn't affect the threshold either, since only $f^2$ enters.

**Q:** And what does "stable" mean formally?

**A:** It means positive energy on every nonzero real pair. In `IsStableAt`, `*ᵥ` applies the matrix to a vector and `⬝ᵥ` is the dot product. The energy carries no factor $1/2$, which would not change its sign.

```lean
/-- Stability at wavenumber `q`: every nonzero pair of displacement and polarization amplitudes has
positive quadratic energy. -/
def IsStableAt (C f g h a q : ℝ) : Prop :=
  ∀ v : Fin 2 → ℝ, v ≠ 0 → 0 < v ⬝ᵥ (landauMatrix C f g h a q *ᵥ v)
```

The next two definitions are $a_c$ and $s$.

```lean
/-- The critical polar stiffness `(f² - Cg)² / (4C²h)`. -/
def criticalStiffness (C f g h : ℝ) : ℝ := (f ^ 2 - C * g) ^ 2 / (4 * C ^ 2 * h)

/-- The expression `(f² - Cg) / (2Ch)`, a squared wavenumber when it is nonnegative. -/
def softSq (C f g h : ℝ) : ℝ := (f ^ 2 - C * g) / (2 * C * h)
```

**Q:** Where does the first completed square enter?

**A:** `energy_eq` expands the matrix product into $E$, with `v 0` for $u$ and `v 1` for $P$.

```lean
/-- The quadratic energy written out in the displacement `v 0` and the polarization `v 1`. -/
theorem energy_eq (C f g h a q : ℝ) (v : Fin 2 → ℝ) :
    v ⬝ᵥ (landauMatrix C f g h a q *ᵥ v) =
      C * q ^ 2 * (v 0) ^ 2 + 2 * f * q ^ 2 * v 0 * v 1
        + (a + g * q ^ 2 + h * q ^ 4) * (v 1) ^ 2 := by
  simp [landauMatrix, Matrix.mulVec, dotProduct, Fin.sum_univ_two]
  ring
```

Then `stable_iff_det_pos` factors $q^2$ out of the determinant, leaving $X$. One direction tests the pair `![-f, C]`. The other proves that $CE$ is positive, treating $P=0$ and $P\ne0$ separately, and divides out $C$. The `linear_combination` steps check the algebra that links these expressions.

```lean
/-- For a positive elastic constant and nonzero wavenumber, stability is equivalent to a
positive determinant of the Landau matrix. -/
theorem stable_iff_det_pos {C q : ℝ} (f g h a : ℝ) (hC : 0 < C) (hq : q ≠ 0) :
    IsStableAt C f g h a q ↔ 0 < (landauMatrix C f g h a q).det := by
  have hdet : (landauMatrix C f g h a q).det =
      q ^ 2 * (C * (a + g * q ^ 2 + h * q ^ 4) - f ^ 2 * q ^ 2) := by
    rw [landauMatrix, Matrix.det_fin_two_of]
    ring
  have hq2 : 0 < q ^ 2 := by positivity
  rw [hdet, mul_pos_iff_of_pos_left hq2]
  constructor
  · -- test the energy on the pair in which the displacement has relaxed
    intro H
    have hv : (![-f, C] : Fin 2 → ℝ) ≠ 0 := by
      intro h0
      have h1 : C = 0 := congrFun h0 1
      exact hC.ne' h1
    have h1 := H _ hv
    rw [energy_eq] at h1
    have h2 : 0 < C * q ^ 2 * (-f) ^ 2 + 2 * f * q ^ 2 * (-f) * C
        + (a + g * q ^ 2 + h * q ^ 4) * C ^ 2 := h1
    refine (mul_pos_iff_of_pos_left hC).1 ?_
    linear_combination h2
  · -- complete the square in the displacement
    intro hX v hv
    rw [energy_eq]
    have key : 0 < q ^ 2 * (C * v 0 + f * v 1) ^ 2
        + (C * (a + g * q ^ 2 + h * q ^ 4) - f ^ 2 * q ^ 2) * (v 1) ^ 2 := by
      by_cases h1 : v 1 = 0
      · have h0 : v 0 ≠ 0 := by
          intro h0
          apply hv
          ext i
          fin_cases i <;> simp [h0, h1]
        have hp : 0 < q ^ 2 * (C * v 0) ^ 2 := by positivity
        rw [h1]
        linear_combination hp
      · have hp := mul_pos hX (show 0 < (v 1) ^ 2 by positivity)
        have hn : 0 ≤ q ^ 2 * (C * v 0 + f * v 1) ^ 2 := by positivity
        linarith
    refine (mul_pos_iff_of_pos_left hC).1 ?_
    linear_combination key
```

**Q:** Can I get the unstable wavenumbers, and not just a yes or no for the whole crystal?

**A:** Yes. `det_completed_square` is the square in $q^2$, obtained by clearing denominators and expanding. From it, `stable_at_iff` gives stability at one nonzero $q$ as $a_c-a<h(q^2-s)^2$. Stability therefore fails precisely at those nonzero $q$ with $h(q^2-s)^2\le a_c-a$.

```lean
/-- The determinant of the Landau matrix with the square completed in `q²`. -/
theorem det_completed_square {C h : ℝ} (f g a q : ℝ) (hC : C ≠ 0) (hh : h ≠ 0) :
    (landauMatrix C f g h a q).det =
      C * q ^ 2 * (h * (q ^ 2 - softSq C f g h) ^ 2 + (a - criticalStiffness C f g h)) := by
  rw [landauMatrix, Matrix.det_fin_two_of, softSq, criticalStiffness]
  field_simp
  ring

/-- Stability at a given nonzero wavenumber: the shortfall of the polar stiffness below its
critical value must be less than `h (q² - (f² - Cg)/(2Ch))²`. -/
theorem stable_at_iff {C h q : ℝ} (f g a : ℝ) (hC : 0 < C) (hh : 0 < h) (hq : q ≠ 0) :
    IsStableAt C f g h a q ↔
      criticalStiffness C f g h - a < h * (q ^ 2 - softSq C f g h) ^ 2 := by
  have hp : 0 < C * q ^ 2 := by positivity
  rw [stable_iff_det_pos f g h a hC hq, det_completed_square f g a q hC.ne' hh.ne',
    mul_pos_iff_of_pos_left hp]
  constructor <;> intro H <;> linarith
```

**Q:** How are the two coupling regimes handled?

**A:** For weak coupling, the proof adds the three determinant terms from the hand calculation. Here $h\ge0$ is enough.

```lean
/-- Weak flexoelectric coupling, `f² ≤ Cg`, leaves the crystal stable at every nonzero
wavenumber. -/
theorem stable_of_weak_coupling {C f g h a : ℝ} (hC : 0 < C) (hh : 0 ≤ h) (ha : 0 < a)
    (hf : f ^ 2 ≤ C * g) : ∀ q : ℝ, q ≠ 0 → IsStableAt C f g h a q := by
  intro q hq
  rw [stable_iff_det_pos f g h a hC hq, landauMatrix, Matrix.det_fin_two_of]
  have h1 : 0 < q ^ 2 * (C * a) := by positivity
  have h2 : 0 ≤ (C * g - f ^ 2) * q ^ 4 := mul_nonneg (sub_nonneg.2 hf) (by positivity)
  have h3 : 0 ≤ C * h * q ^ 6 := by positivity
  linear_combination h1 + h2 + h3
```

For strong coupling, it evaluates the pointwise criterion at `Real.sqrt (softSq C f g h)` to get necessity, and uses the nonnegative square for sufficiency.

```lean
/-- Under strong flexoelectric coupling, `f² > Cg`, the crystal is stable at every nonzero
wavenumber exactly when the polar stiffness exceeds its critical value. -/
theorem stable_iff_of_strong_coupling {C f g h : ℝ} (a : ℝ) (hC : 0 < C) (hh : 0 < h)
    (hf : C * g < f ^ 2) :
    (∀ q : ℝ, q ≠ 0 → IsStableAt C f g h a q) ↔ criticalStiffness C f g h < a := by
  constructor
  · -- the most dangerous wavenumber is the square root of `softSq`
    intro H
    have hs : 0 < softSq C f g h := div_pos (sub_pos.2 hf) (by positivity)
    have hq : Real.sqrt (softSq C f g h) ≠ 0 := (Real.sqrt_pos.2 hs).ne'
    have h1 := (stable_at_iff f g a hC hh hq).1 (H _ hq)
    rw [Real.sq_sqrt hs.le, sub_self] at h1
    linarith
  · intro H q hq
    rw [stable_at_iff f g a hC hh hq]
    have h1 : 0 ≤ h * (q ^ 2 - softSq C f g h) ^ 2 := by positivity
    linarith
```

The main theorem splits on whether $f^2\le Cg$ and applies the matching result. Its left side quantifies over all nonzero real $q$.

```lean
/-- Main theorem: the Landau matrix is positive definite at all nonzero wavenumbers exactly
when `f² ≤ Cg` or the polar stiffness exceeds `(f² - Cg)² / (4C²h)`. -/
theorem stable_iff {C h a : ℝ} (f g : ℝ) (hC : 0 < C) (hh : 0 < h) (ha : 0 < a) :
    (∀ q : ℝ, q ≠ 0 → IsStableAt C f g h a q) ↔
      f ^ 2 ≤ C * g ∨ (f ^ 2 - C * g) ^ 2 / (4 * C ^ 2 * h) < a := by
  rcases le_or_gt (f ^ 2) (C * g) with hf | hf
  · exact ⟨fun _ => Or.inl hf, fun _ => stable_of_weak_coupling hC hh.le ha hf⟩
  · have key := stable_iff_of_strong_coupling a hC hh hf
    exact ⟨fun H => Or.inr (key.1 H),
      fun H => key.2 (H.resolve_left (not_le_of_gt hf))⟩
```

**Q:** All real $q$? A crystal has a Brillouin zone.

**A:** This is a continuum model, so the threshold is physically meaningful only if $\sqrt s$ is small compared with the zone-boundary wavenumber. The model also has one displacement and one polarization component, is harmonic, and has no separate long-range electrostatic term. It does not determine the modulated phase beyond the instability. It also omits strain-gradient elasticity, a term in $q^4u^2$, and a higher-gradient coupling, a term in $q^4uP$. For $f\neq0$ each of these changes the energy at relaxed $u$ at order $q^4P^2$, the same order as the $h$ term, and so can shift the threshold. Where these omissions are justified, coefficients from first-principles calculations can be inserted to test for a finite-wavelength instability. They must be normalised as in $E$ above. In particular, $f$ is the coupling in the energy, not the polarization induced per unit strain gradient, which in this model has magnitude $|f|/a$ as $q\to0$.

**Q:** What happens exactly at $a=a_c$?

**A:** The determinant reduces to $Cq^2h(q^2-s)^2$. For nonzero $q$ it vanishes exactly when $q^2=s$, which is what the next theorem states. It does not assume strong coupling: if $f^2\le Cg$, then $s\le0$ and no nonzero real $q$ qualifies.

```lean
/-- At the critical stiffness the determinant vanishes at a nonzero wavenumber exactly when
`q² = (f² - Cg) / (2Ch)`. -/
theorem det_eq_zero_iff_at_threshold {C h q : ℝ} (f g : ℝ) (hC : 0 < C) (hh : 0 < h)
    (hq : q ≠ 0) :
    (landauMatrix C f g h (criticalStiffness C f g h) q).det = 0 ↔
      q ^ 2 = (f ^ 2 - C * g) / (2 * C * h) := by
  change _ ↔ q ^ 2 = softSq C f g h
  rw [det_completed_square f g _ q hC.ne' hh.ne']
  constructor
  · intro H
    have hp : C * q ^ 2 * h ≠ 0 := by positivity
    have h1 : C * q ^ 2 * h * (q ^ 2 - softSq C f g h) ^ 2 = 0 := by linear_combination H
    have h2 := (mul_eq_zero.1 h1).resolve_left hp
    exact sub_eq_zero.1 ((pow_eq_zero_iff two_ne_zero).1 h2)
  · intro H
    rw [H]
    ring
```

**Q:** Does such a wavenumber actually exist, and what moves there?

**A:** Under strong coupling it exists, and the last theorem supplies both the wavenumber and the mode. The vector is $(-f,C)$, up to a nonzero factor. The first component of $D(q)(-f,C)^{\mathsf T}$ cancels for every $q$. The second is $X$, which vanishes at $q^2=s$ when $a=a_c$. The proof takes $q=\sqrt s$, substitutes for $q^2$ and $q^4$, and checks the two components separately. For $f\ne0$ the soft mode mixes displacement and polarization; for $f=0$, which requires $g<0$ here, it is purely polar.

```lean
/-- Under strong coupling at the critical stiffness there is a nonzero wavenumber with `q² = (f² -
Cg) / (2Ch)` at which displacement `-f` with polarization `C` is a zero mode. -/
theorem zero_mode_at_threshold {C f g h : ℝ} (hC : 0 < C) (hh : 0 < h)
    (hf : C * g < f ^ 2) :
    ∃ q : ℝ, q ≠ 0 ∧ q ^ 2 = (f ^ 2 - C * g) / (2 * C * h) ∧
      landauMatrix C f g h (criticalStiffness C f g h) q *ᵥ ![-f, C] = 0 := by
  have hs : 0 < (f ^ 2 - C * g) / (2 * C * h) := div_pos (sub_pos.2 hf) (by positivity)
  obtain ⟨q, hq, hq2⟩ : ∃ q : ℝ, q ≠ 0 ∧ q ^ 2 = (f ^ 2 - C * g) / (2 * C * h) :=
    ⟨_, (Real.sqrt_pos.2 hs).ne', Real.sq_sqrt hs.le⟩
  refine ⟨q, hq, hq2, ?_⟩
  have hq4 : q ^ 4 = ((f ^ 2 - C * g) / (2 * C * h)) ^ 2 := by
    rw [← hq2]
    ring
  -- the force on the displacement cancels identically, that on the polarization at this `q`
  have e0 : C * q ^ 2 * (-f) + f * q ^ 2 * C = 0 := by ring
  have e1 : f * q ^ 2 * (-f)
      + (criticalStiffness C f g h + g * q ^ 2 + h * q ^ 4) * C = 0 := by
    rw [hq4, hq2, criticalStiffness]
    field_simp
    ring
  have m : landauMatrix C f g h (criticalStiffness C f g h) q *ᵥ ![-f, C] =
      ![C * q ^ 2 * (-f) + f * q ^ 2 * C, f * q ^ 2 * (-f)
        + (criticalStiffness C f g h + g * q ^ 2 + h * q ^ 4) * C] := by
    ext i
    fin_cases i <;> simp [landauMatrix, Matrix.mulVec, dotProduct, Fin.sum_univ_two]
  rw [m, e0, e1]
  ext i
  fin_cases i <;> rfl

end

end FlexoelectricLandau
```

```lean
#print axioms FlexoelectricLandau.stable_iff
#print axioms FlexoelectricLandau.det_eq_zero_iff_at_threshold
#print axioms FlexoelectricLandau.zero_mode_at_threshold
```

```
'FlexoelectricLandau.stable_iff' depends on axioms: [propext, Classical.choice, Quot.sound]
'FlexoelectricLandau.det_eq_zero_iff_at_threshold' depends on axioms: [propext, Classical.choice, Quot.sound]
'FlexoelectricLandau.zero_mode_at_threshold' depends on axioms: [propext, Classical.choice, Quot.sound]
```
